# Splitting the Nyquist coefficient equally between positive and negative frequency keeps even-grid Fourier interpolation real

A band energy has been computed at $N$ equally spaced points across a one-dimensional Brillouin zone and is wanted on a finer mesh. Fourier interpolation with an even $N$ can return complex energies between the grid points, although every input is real. The cause is the coefficient at the highest frequency, the Nyquist coefficient $c_p$ below, when all of it is placed at one sign of the frequency.

Let $N=2p$ with $p\ge 1$, measure $k$ in units of the reciprocal lattice period, and let the real number $f_r$ be the energy at $k=r/N$ for $r=0,\dots,N-1$. Define

$$c_m=\frac1N\sum_{r=0}^{N-1}f_r\,e^{-2\pi i mr/N},\qquad F(k)=\sum_{m=-p+1}^{p}c_m\,e^{2\pi i mk}.$$

Then $F$ is real for all real $k$ if and only if $c_p=0$. Putting $c_p/2$ at each of $m=p$ and $m=-p$ gives a function that is always real and has the same grid values.

## Zero padding and boundary hoppings

A code that refines a band by zero-padding an FFT of even length must decide where $c_p$ goes. The same choice arises in Wannier interpolation for a hopping on the supercell boundary, where the displacements $R=p$ and $R=-p$, counted in unit cells, are equivalent on the coarse grid. For a single scalar band in one dimension, equal weights keep the interpolated energy real.

## From the geometric sum to the imaginary part

**Grid values.** Insert $c_m$ into $F(s/N)$, with $0\le s<N$, and exchange the sums:

$$F(s/N)=\frac1N\sum_{r=0}^{N-1} f_r\sum_{m=-p+1}^{p}z^m,\qquad z=e^{2\pi i(s-r)/N}.$$

The inner sum is $z^{1-p}\sum_{j=0}^{N-1}z^j$. For $r=s$ it equals $N$. Otherwise $0<|s-r|<N$, so $z\ne1$ while $z^N=1$, and $(1-z)\sum_j z^j=1-z^N=0$ makes it vanish. Hence $F(s/N)=f_s$.

**Reality.** Place a real fraction $w$ of $c_p$ at $p$ and the rest at $-p$:

$$F_w(k)=\sum_{|m|<p}c_me^{2\pi imk}+c_p\left[w\,e^{2\pi ipk}+(1-w)e^{-2\pi ipk}\right].$$

Thus $F=F_1$. Real data give $c_{-m}=\overline{c_m}$, so the terms $m$ and $-m$ are conjugate and the first sum is real. Since $e^{-2\pi ipr/N}=(-1)^r$, the coefficient $c_p=\frac1N\sum_r(-1)^rf_r$ is real too. Therefore

$$\operatorname{Im}F_w(k)=(2w-1)\,c_p\sin(2\pi pk).$$

At $k=1/(4p)$ the sine is $1$, so $F_w$ is real everywhere exactly when $w=\tfrac12$ or $c_p=0$. Setting $w=1$ gives the criterion for $F$.

**Splitting.** At $k=s/N$ both boundary waves equal $(-1)^s$, so the bracket is $(-1)^s$ for every $w$ and the grid values stay put.

**Two points.** For $p=1$, $c_0=(f_0+f_1)/2$ and $c_1=(f_0-f_1)/2$. The one-sided form $c_0+c_1e^{2\pi ik}$ is real for all $k$ only if $f_0=f_1$; halving gives $c_0+c_1\cos2\pi k$.

## The Lean file

```lean
import Mathlib

open Finset
open scoped ComplexConjugate

namespace EvenGridFourierInterpolation

noncomputable section

/-- The plane wave `exp (2 π i x)`. -/
def phase (x : ℝ) : ℂ := Complex.exp ((2 * Real.pi * x : ℝ) * Complex.I)

/-- The discrete Fourier coefficient `c_m` of the real data `f 0, ..., f (2p - 1)`
on a grid of `2p` points, for `p ≥ 1`. -/
def coeff (p : ℕ) (f : ℕ → ℝ) (m : ℤ) : ℂ :=
  (∑ r ∈ range (2 * p), (f r : ℂ) * phase (-((m : ℝ) * ((r : ℝ) / (2 * p))))) / (2 * p)

/-- The one-sided interpolant, with frequencies `m = -p + 1, ..., p`. -/
def interp (p : ℕ) (f : ℕ → ℝ) (k : ℝ) : ℂ :=
  ∑ m ∈ Ioc (-(p : ℤ)) p, coeff p f m * phase ((m : ℝ) * k)

/-- The interpolant in which a fraction `w` of `c_p` is placed at frequency `p`
and the remaining fraction `1 - w` at frequency `-p`. -/
def splitInterp (p : ℕ) (f : ℕ → ℝ) (w k : ℝ) : ℂ :=
  ∑ m ∈ Ioo (-(p : ℤ)) p, coeff p f m * phase ((m : ℝ) * k) +
    coeff p f p * ((w : ℂ) * phase ((p : ℝ) * k) + ((1 - w : ℝ) : ℂ) * phase (-((p : ℝ) * k)))

/-- Reversing the sign of the argument conjugates a plane wave. -/
theorem phase_neg (x : ℝ) : phase (-x) = conj (phase x) := by
  unfold phase
  rw [← Complex.exp_conj, map_mul, Complex.conj_ofReal, Complex.conj_I]
  congr 1
  push_cast
  ring

/-- A plane wave at `n` times the argument is the `n`-th power of the plane wave. -/
theorem phase_nat_mul (n : ℕ) (x : ℝ) : phase ((n : ℝ) * x) = phase x ^ n := by
  unfold phase
  rw [← Complex.exp_nat_mul]
  congr 1
  push_cast
  ring

/-- On a grid of `2p` points, `p ≥ 1`, the wave of frequency `p` alternates in sign. -/
theorem nyquist_phase {p : ℕ} (hp : 0 < p) (r : ℕ) :
    phase ((p : ℝ) * ((r : ℝ) / (2 * p))) = (-1) ^ r := by
  have hp0 : (p : ℝ) ≠ 0 := by exact_mod_cast hp.ne'
  have harg : (p : ℝ) * ((r : ℝ) / (2 * p)) = (r : ℝ) * (1 / 2) := by field_simp
  have hhalf : phase (1 / 2) = -1 := by
    unfold phase
    rw [show (2 * Real.pi * (1 / 2) : ℝ) = Real.pi by ring]
    exact Complex.exp_pi_mul_I
  rw [harg, phase_nat_mul, hhalf]

/-- For `p ≥ 1` the coefficient `c_p` is the alternating average of the real data. -/
theorem nyquist_coeff {p : ℕ} (hp : 0 < p) (f : ℕ → ℝ) :
    coeff p f p = (((∑ r ∈ range (2 * p), (-1) ^ r * f r) / (2 * p) : ℝ) : ℂ) := by
  unfold coeff
  push_cast
  congr 1
  refine sum_congr rfl fun r _ => ?_
  rw [phase_neg, nyquist_phase hp, map_pow, map_neg, map_one, mul_comm]

/-- Discrete orthogonality: for two grid points `r, s < 2p`, the waves in the window
`-p + 1, ..., p` sum to `2p` if the points coincide and to zero otherwise. -/
theorem grid_orthogonality {p r s : ℕ} (hr : r < 2 * p) (hs : s < 2 * p) :
    ∑ m ∈ Ioc (-(p : ℤ)) p, phase ((m : ℝ) * (((s : ℝ) - r) / (2 * p))) =
      if r = s then 2 * (p : ℂ) else 0 := by
  have hp0 : (2 * p : ℝ) ≠ 0 := by
    have : 0 < 2 * p := by omega
    exact_mod_cast this.ne'
  obtain ⟨x, hx⟩ : ∃ x : ℝ, x = ((s : ℝ) - r) / (2 * p) := ⟨_, rfl⟩
  rw [← hx]
  -- shift the window to start at zero, which leaves a geometric sum
  have hfac : ∑ m ∈ Ioc (-(p : ℤ)) p, phase ((m : ℝ) * x) =
      ∑ j ∈ range (2 * p), phase ((1 - (p : ℝ)) * x) * phase x ^ j := by
    refine sum_nbij' (fun m => (m + p - 1).toNat) (fun j => (j : ℤ) - p + 1) ?_ ?_ ?_ ?_ ?_
    · intro m hm
      simp only [mem_Ioc, mem_range] at hm ⊢
      omega
    · intro j hj
      simp only [mem_Ioc, mem_range] at hj ⊢
      omega
    · intro m hm
      simp only [mem_Ioc] at hm ⊢
      omega
    · intro j hj
      simp only [mem_range] at hj ⊢
      omega
    · intro m hm
      simp only [mem_Ioc] at hm ⊢
      have hj : (((m + p - 1).toNat : ℕ) : ℝ) = (m : ℝ) + p - 1 := by
        have h : (((m + p - 1).toNat : ℕ) : ℤ) = m + p - 1 := by omega
        exact_mod_cast congrArg (fun z : ℤ => (z : ℝ)) h
      rw [← phase_nat_mul, hj]
      unfold phase
      rw [← Complex.exp_add]
      congr 1
      push_cast
      ring
  rw [hfac, ← mul_sum]
  by_cases h : r = s
  · have hx0 : x = 0 := by rw [hx, h, sub_self, zero_div]
    simp [h, hx0, phase]
  · have hN : phase x ^ (2 * p) = 1 := by
      rw [← phase_nat_mul]
      have harg : ((2 * p : ℕ) : ℝ) * x = (s : ℝ) - r := by
        rw [hx]
        push_cast
        exact mul_div_cancel₀ _ hp0
      rw [harg]
      exact Complex.exp_eq_one_iff.mpr ⟨(s : ℤ) - r, by push_cast; ring⟩
    have hne : phase x ≠ 1 := by
      intro h1
      obtain ⟨n, hn⟩ := Complex.exp_eq_one_iff.mp h1
      have h2 : ((2 * Real.pi * x : ℝ) : ℂ) = ((2 * Real.pi * n : ℝ) : ℂ) :=
        mul_right_cancel₀ Complex.I_ne_zero (by rw [hn]; push_cast; ring)
      have h3 : x = n := mul_left_cancel₀ Real.two_pi_pos.ne' (Complex.ofReal_injective h2)
      have h4 : (s : ℝ) - r = n * (2 * p) := (div_eq_iff hp0).mp (hx.symm.trans h3)
      have h5 : (s : ℤ) - r = n * (2 * p) := by exact_mod_cast h4
      rcases lt_trichotomy n 0 with hn0 | hn0 | hn0
      · nlinarith
      · rw [hn0] at h5
        omega
      · nlinarith
    have hgeom := mul_neg_geom_sum (phase x) (2 * p)
    rw [hN, sub_self] at hgeom
    rw [(mul_eq_zero.mp hgeom).resolve_left (sub_ne_zero.mpr hne.symm), mul_zero, if_neg h]

/-- The one-sided interpolant reproduces the data at each grid point `s / (2p)`, `s < 2p`. -/
theorem interp_grid {p s : ℕ} (hs : s < 2 * p) (f : ℕ → ℝ) :
    interp p f ((s : ℝ) / (2 * p)) = f s := by
  have hp0 : (2 * p : ℂ) ≠ 0 := by
    have : 0 < 2 * p := by omega
    exact_mod_cast this.ne'
  have key : interp p f ((s : ℝ) / (2 * p)) = ∑ r ∈ range (2 * p), (f r : ℂ) / (2 * p) *
      ∑ m ∈ Ioc (-(p : ℤ)) p, phase ((m : ℝ) * (((s : ℝ) - r) / (2 * p))) := by
    unfold interp coeff
    simp_rw [sum_div, sum_mul, mul_sum]
    rw [sum_comm]
    refine sum_congr rfl fun r _ => sum_congr rfl fun m _ => ?_
    have hmul : phase ((m : ℝ) * (((s : ℝ) - r) / (2 * p))) =
        phase (-((m : ℝ) * ((r : ℝ) / (2 * p)))) * phase ((m : ℝ) * ((s : ℝ) / (2 * p))) := by
      unfold phase
      rw [← Complex.exp_add]
      congr 1
      push_cast
      ring
    rw [hmul]
    ring
  rw [key, sum_eq_single s]
  · rw [grid_orthogonality hs hs, if_pos rfl]
    exact div_mul_cancel₀ _ hp0
  · intro r hr hne
    rw [grid_orthogonality (mem_range.mp hr) hs, if_neg hne, mul_zero]
  · intro h
    exact absurd (mem_range.mpr hs) h

/-- For `p ≥ 1`, the one-sided interpolant is the split one with all of `c_p` at `m = p`. -/
theorem interp_eq_split {p : ℕ} (hp : 0 < p) (f : ℕ → ℝ) (k : ℝ) :
    interp p f k = splitInterp p f 1 k := by
  have hset : Ioc (-(p : ℤ)) p = insert (p : ℤ) (Ioo (-(p : ℤ)) p) := by
    ext m
    simp only [mem_Ioc, mem_insert, mem_Ioo]
    omega
  unfold interp splitInterp
  rw [hset, sum_insert (by simp), Int.cast_natCast, sub_self, Complex.ofReal_one,
    Complex.ofReal_zero]
  ring

/-- For `p ≥ 1`, the imaginary part of the split interpolant is
`(2w - 1) c_p sin (2 π p k)`. -/
theorem splitInterp_im {p : ℕ} (hp : 0 < p) (f : ℕ → ℝ) (w k : ℝ) :
    (splitInterp p f w k).im =
      (2 * w - 1) * (coeff p f p).re * Real.sin (2 * Real.pi * ((p : ℝ) * k)) := by
  have hneg : ∀ m : ℤ, coeff p f (-m) = conj (coeff p f m) := by
    intro m
    have hden : conj (2 * (p : ℂ)) = 2 * p := by
      have hreal : 2 * (p : ℂ) = ((2 * (p : ℝ) : ℝ) : ℂ) := by push_cast; rfl
      rw [hreal, Complex.conj_ofReal]
    unfold coeff
    rw [map_div₀, map_sum, hden]
    congr 1
    refine sum_congr rfl fun r _ => ?_
    rw [map_mul, Complex.conj_ofReal, ← phase_neg, Int.cast_neg, neg_mul]
  -- the terms m and -m are conjugate, so the inner sum is real
  have hcore : (∑ m ∈ Ioo (-(p : ℤ)) p, coeff p f m * phase ((m : ℝ) * k)).im = 0 := by
    apply Complex.conj_eq_iff_im.mp
    rw [map_sum]
    refine sum_nbij' (fun m => -m) (fun m => -m) ?_ ?_ ?_ ?_ ?_
    · intro m hm
      simp only [mem_Ioo] at hm ⊢
      omega
    · intro m hm
      simp only [mem_Ioo] at hm ⊢
      omega
    · intro m _
      simp
    · intro m _
      simp
    · intro m _
      rw [map_mul, ← hneg, ← phase_neg]
      simp only [Int.cast_neg, neg_mul]
  have hc : (coeff p f p).im = 0 := by
    rw [nyquist_coeff hp]
    exact Complex.ofReal_im _
  have hsin : (phase ((p : ℝ) * k)).im = Real.sin (2 * Real.pi * ((p : ℝ) * k)) :=
    Complex.exp_ofReal_mul_I_im _
  unfold splitInterp
  rw [Complex.add_im, hcore, phase_neg]
  simp only [Complex.mul_im, Complex.add_im, Complex.ofReal_re,
    Complex.ofReal_im, Complex.conj_re, Complex.conj_im, hc, hsin]
  ring

/-- For `p ≥ 1`, the split interpolant is real for all `k` if and only if `c_p` is
divided equally between `p` and `-p` or vanishes. -/
theorem splitInterp_real_iff {p : ℕ} (hp : 0 < p) (f : ℕ → ℝ) (w : ℝ) :
    (∀ k : ℝ, (splitInterp p f w k).im = 0) ↔ w = 1 / 2 ∨ coeff p f p = 0 := by
  constructor
  · intro h
    have hp0 : (p : ℝ) ≠ 0 := by exact_mod_cast hp.ne'
    -- at k = 1/(4p) the sine equals one
    have h1 := h (1 / 2 / (2 * p))
    have harg : 2 * Real.pi * ((p : ℝ) * (1 / 2 / (2 * p))) = Real.pi / 2 := by
      have : (p : ℝ) * (1 / 2 / (2 * p)) = 1 / 4 := by
        rw [← mul_div_assoc, div_eq_iff (mul_ne_zero two_ne_zero hp0)]
        ring
      rw [this]
      ring
    rw [splitInterp_im hp, harg, Real.sin_pi_div_two, mul_one] at h1
    rcases mul_eq_zero.mp h1 with hw | hc
    · left
      linarith
    · right
      rw [nyquist_coeff hp, Complex.ofReal_re] at hc
      rw [nyquist_coeff hp, hc, Complex.ofReal_zero]
  · rintro (hw | hc) k
    · rw [splitInterp_im hp, hw]
      ring
    · rw [splitInterp_im hp, hc, Complex.zero_re]
      ring

/-- For real data on `2p` points, `p ≥ 1`, the one-sided interpolant is real for all `k`
if and only if `c_p = 0`. Halving `c_p` between `p` and `-p` gives an interpolant that is
real for all `k`, and both interpolants reproduce the data on the grid. -/
theorem even_grid_interpolation {p : ℕ} (hp : 0 < p) (f : ℕ → ℝ) :
    ((∀ k : ℝ, (interp p f k).im = 0) ↔ coeff p f p = 0) ∧
    (∀ k : ℝ, (splitInterp p f (1 / 2) k).im = 0) ∧
    (∀ s < 2 * p, interp p f ((s : ℝ) / (2 * p)) = f s ∧
      splitInterp p f (1 / 2) ((s : ℝ) / (2 * p)) = f s) := by
  refine ⟨?_, (splitInterp_real_iff hp f (1 / 2)).mpr (Or.inl rfl), ?_⟩
  · simp_rw [interp_eq_split hp]
    rw [splitInterp_real_iff hp]
    norm_num
  · intro s hs
    refine ⟨interp_grid hs f, ?_⟩
    -- the waves of frequency p and -p coincide on the grid
    rw [← interp_grid hs f, interp_eq_split hp]
    unfold splitInterp
    simp only [phase_neg, nyquist_phase hp, map_pow, map_neg, map_one]
    push_cast
    ring

end

end EvenGridFourierInterpolation
```

```lean
#print axioms EvenGridFourierInterpolation.splitInterp_real_iff
#print axioms EvenGridFourierInterpolation.even_grid_interpolation
```

```
'EvenGridFourierInterpolation.splitInterp_real_iff' depends on axioms: [propext, Classical.choice, Quot.sound]
'EvenGridFourierInterpolation.even_grid_interpolation' depends on axioms: [propext, Classical.choice, Quot.sound]
```

## What the theorems cover, and where they stop

`even_grid_interpolation` assumes only `0 < p` and real data. Its three parts are the criterion for `interp` ($F$), the reality of `splitInterp` at `1 / 2` ($F_{1/2}$), and the grid values of both. Reality means that `.im` is zero for every real `k`. The data are a sequence `f : ℕ → ℝ`, of which only the first $2p$ entries enter; `phase x` is $e^{2\pi ix}$, and `Ioc (-(p : ℤ)) p` is the window $-p+1,\dots,p$.

`grid_orthogonality` shifts the window to start at zero and sums the geometric series; `interp_grid` exchanges the sums and keeps the term $r=s$. `nyquist_phase` and `nyquist_coeff` supply the alternating signs and the real $c_p$. `splitInterp_im` pairs $m$ with $-m$ to obtain the sine formula, which `splitInterp_real_iff` evaluates at $k=1/(4p)$. `interp_eq_split` identifies $F$ with $F_1$.

The theorems concern an unshifted one-dimensional grid and exact real numbers. They bound neither rounding error nor the interpolation error between grid points.

The data could also have been modelled as Hermitian matrices, as for a Wannier Hamiltonian. Conjugates would then become adjoints, and the question would be whether the interpolated matrix is Hermitian, with a matrix coefficient in place of the number $c_p$.
